# Vector-valued rotation-equivariant bilinear products of two vectors in $\mathbb{R}^3$ are multiples of the cross product

## Two vectors on an atom

Take an atom in a molecule and attach two vectors to it, for instance two sums over its neighbours' displacement vectors with different distance-dependent weights. If the molecule is rotated, both vectors rotate with it. Some machine-learned interatomic potentials carry such vectors as features and multiply them to form new features. If the product is again to be a vector, it must rotate with the molecule too. Which products satisfy this?

For products that are linear in each of the two vectors, the answer leaves a single free number: the product is $c\,u\times v$ with a real constant $c$. In a model with such bilinear vector products, a learnable product of two given vector features therefore has a single free coefficient.

Reflections and inversion sharpen the question. Without external fields, the Born–Oppenheimer energy of a molecule is the same for its mirror image, and the forces on the mirror image are the reflected forces. Displacements and forces are polar vectors, which change sign under inversion. The cross product of two polar vectors does not change sign. If a bilinear product of two polar vectors is required to be polar as well, only the zero product remains.

## The statements and their Lean form

A vector is a triple of real numbers, `Vec3`, with components numbered 0, 1, 2. A product is a term `B` of type `VecProduct`: a linear map that takes $u$ to a linear map in $v$, which is the same thing as a bilinear map $B(u,v)$ with vector values. Matrices act on vectors by `*ᵥ`, and `⨯₃` is the cross product with the right-handed convention $e_0\times e_1=e_2$, where $e_i$ is the unit vector `axis i`.

`IsOrthogonal Q` says $Q^{\mathsf T}Q=1$, and `IsRotation Q` adds $\det Q=1$. `RotationEquivariant B` says that $B(Qu,Qv)=Q\,B(u,v)$ for every rotation $Q$ and all $u,v$. The theorems then read as follows.

- `cross_mulVec_orthogonal`: for orthogonal $Q$, $(Qu)\times(Qv)=\det(Q)\,Q(u\times v)$.
- `rotationEquivariant_iff`: $B$ is rotation-equivariant if and only if $B(u,v)=c\,u\times v$ for some real $c$.
- `pseudovector_product_iff`: $B(Qu,Qv)=\det(Q)\,Q\,B(u,v)$ holds for all orthogonal $Q$ if and only if $B$ has that same form.
- `orthogonalEquivariant_iff_zero`: $B(Qu,Qv)=Q\,B(u,v)$ holds for all orthogonal $Q$ if and only if $B=0$.
- `self_product_eq_zero`: if $B$ is rotation-equivariant, then $B(u,u)=0$.

The constant $c$ may be zero. `crossProduct_witness` records that the cross product itself is rotation-equivariant and nonzero, so the class is not empty of interesting members.

Bilinearity is a real restriction. The product $(u\cdot v)\,u$ commutes with all orthogonal matrices and is not zero, but it is quadratic in $u$. The two theorems on all orthogonal matrices also treat both inputs as polar vectors. The cross product of a polar and an axial vector is polar: the magnetic force on a moving charge, for example, is proportional to the cross product of its velocity and the magnetic field. Features of higher tensor rank do not enter.

## The determinant in the cross product

Let $M$ be any real $3\times3$ matrix and $w$ any vector. The triple product is a determinant, so

$$
w\cdot M^{\mathsf T}\big((Mu)\times(Mv)\big)=(Mw)\cdot\big((Mu)\times(Mv)\big)=\det[Mw,Mu,Mv].
$$

The matrix with columns $Mw,Mu,Mv$ is $M$ times the matrix with columns $w,u,v$. Its determinant is therefore $\det(M)\,w\cdot(u\times v)$. Since $w$ is arbitrary,

$$
M^{\mathsf T}\big((Mu)\times(Mv)\big)=\det(M)\,(u\times v).
$$

For an orthogonal $Q$ we also have $QQ^{\mathsf T}=1$. Setting $M=Q$ and multiplying by $Q$ from the left gives

$$
(Qu)\times(Qv)=\det(Q)\,Q(u\times v).
$$

For a rotation the determinant is one, so every multiple of the cross product is rotation-equivariant.

## Two rotations leave one free number

Conversely, let $B$ be rotation-equivariant and write $B_{ij}=B(e_i,e_j)$. Two rotations are enough to determine these nine vectors up to one number. The quarter turn about axis 2 and the cyclic turn of the axes act as

$$
R\,w=(-w_1,w_0,w_2),\qquad P\,w=(w_2,w_0,w_1).
$$

Hence $Re_0=e_1$, $Re_1=-e_0$ and $Pe_i=e_{i+1}$, with indices taken modulo 3.

**Equal axes.** Let $B_{00}=(a,b,d)$. The quarter turn gives $B_{11}=RB_{00}=(-b,a,d)$. Applied again, it gives

$$
B_{00}=B(-e_0,-e_0)=RB_{11}=(-a,-b,d),
$$

so $a=b=0$. The cyclic turn gives $B_{11}=PB_{00}=(d,a,b)$. Comparing the first components of the two expressions for $B_{11}$ yields $d=-b=0$. Thus $B_{00}=0$, and the cyclic turn carries this to $B_{11}=B_{22}=0$.

**Different axes.** Let $B_{01}=(a,b,c)$, with new values of $a$ and $b$. The quarter turn takes the pair $(e_0,e_1)$ to $(e_1,-e_0)$, so $-B_{10}=RB_{01}=(-b,a,c)$ and $B_{10}=(b,-a,-c)$. It takes $(e_1,e_0)$ to $(-e_0,e_1)$, so

$$
-B_{01}=RB_{10}=(a,b,-c).
$$

Comparison with $B_{01}=(a,b,c)$ gives $a=b=0$. Therefore $B_{01}=c\,e_2$ and $B_{10}=-c\,e_2$. Repeated cyclic turns give

$$
B_{12}=c\,e_0,\quad B_{20}=c\,e_1,\quad B_{21}=-c\,e_0,\quad B_{02}=-c\,e_1.
$$

**All vectors.** Expanding $u$ and $v$ in the axes and using bilinearity,

$$
B(u,v)=\sum_{i,j}u_iv_jB_{ij}
=c\,(u_1v_2-u_2v_1,\;u_2v_0-u_0v_2,\;u_0v_1-u_1v_0)=c\,u\times v.
$$

In particular $B(u,u)=c\,u\times u=0$: a rotation-equivariant bilinear product gives nothing when one vector is put into both slots.

## Inversion separates the two parities

Suppose first that $B$ transforms with the factor $\det Q$ under all orthogonal $Q$. For rotations the factor is one, so $B$ is rotation-equivariant and equals $c\,u\times v$. Conversely, the transformation law of the cross product shows that each such product has the required factor.

Now suppose that $B$ commutes with all orthogonal $Q$, without the factor. Take the inversion $Q=-1$. Bilinearity gives $B(-u,-v)=B(u,v)$, while equivariance gives $B(-u,-v)=-B(u,v)$. Hence $B(u,v)=0$ for all $u,v$. The zero product clearly commutes with every $Q$.

## The complete Lean file

```lean
import Mathlib

open Matrix

namespace EquivariantVectorProducts

/-- Vectors in three-dimensional space. -/
abbrev Vec3 := Fin 3 → ℝ

/-- Bilinear products that take two vectors to a vector. -/
abbrev VecProduct := Vec3 →ₗ[ℝ] Vec3 →ₗ[ℝ] Vec3

/-- Orthogonal matrices: rotations and rotations combined with inversion. -/
def IsOrthogonal (Q : Matrix (Fin 3) (Fin 3) ℝ) : Prop := Qᵀ * Q = 1

/-- Rotations: orthogonal matrices of determinant one. -/
def IsRotation (Q : Matrix (Fin 3) (Fin 3) ℝ) : Prop := IsOrthogonal Q ∧ Q.det = 1

/-- Rotating both inputs of the product rotates its output. -/
def RotationEquivariant (B : VecProduct) : Prop :=
  ∀ Q, IsRotation Q → ∀ u v, B (Q *ᵥ u) (Q *ᵥ v) = Q *ᵥ B u v

/-- The unit vector along a coordinate axis. -/
def axis (i : Fin 3) : Vec3 := fun j => if j = i then 1 else 0

/-- The quarter turn about the third axis. -/
def quarterTurn : Matrix (Fin 3) (Fin 3) ℝ := !![0, -1, 0; 1, 0, 0; 0, 0, 1]

/-- The rotation that permutes the three coordinate axes cyclically. -/
def cyclicTurn : Matrix (Fin 3) (Fin 3) ℝ := !![0, 0, 1; 1, 0, 0; 0, 1, 0]

private lemma vec_eq_iff {w : Vec3} {a b c : ℝ} :
    w = ![a, b, c] ↔ w 0 = a ∧ w 1 = b ∧ w 2 = c := by
  constructor
  · rintro rfl
    exact ⟨rfl, rfl, rfl⟩
  · rintro ⟨h0, h1, h2⟩
    ext i
    fin_cases i
    exacts [h0, h1, h2]

private lemma axis_expansion (w : Vec3) :
    w = w 0 • axis 0 + w 1 • axis 1 + w 2 • axis 2 := by
  ext i
  fin_cases i <;> simp [axis]

private lemma quarterTurn_isRotation : IsRotation quarterTurn := by
  constructor
  · unfold IsOrthogonal
    ext i j
    fin_cases i <;> fin_cases j <;>
      simp [quarterTurn, Matrix.mul_apply, Fin.sum_univ_three]
  · simp [quarterTurn, Matrix.det_fin_three]

private lemma cyclicTurn_isRotation : IsRotation cyclicTurn := by
  constructor
  · unfold IsOrthogonal
    ext i j
    fin_cases i <;> fin_cases j <;>
      simp [cyclicTurn, Matrix.mul_apply, Fin.sum_univ_three]
  · simp [cyclicTurn, Matrix.det_fin_three]

private lemma quarterTurn_mulVec (w : Vec3) : quarterTurn *ᵥ w = ![-w 1, w 0, w 2] := by
  ext i
  fin_cases i <;> simp [quarterTurn, Matrix.mulVec, dotProduct, Fin.sum_univ_three]

private lemma cyclicTurn_mulVec (w : Vec3) : cyclicTurn *ᵥ w = ![w 2, w 0, w 1] := by
  ext i
  fin_cases i <;> simp [cyclicTurn, Matrix.mulVec, dotProduct, Fin.sum_univ_three]

/-- For any matrix `M`, applying `Mᵀ` to the cross product of the images `M u` and `M v`
gives `det M` times the cross product of `u` and `v`. -/
theorem transpose_mulVec_cross (M : Matrix (Fin 3) (Fin 3) ℝ) (u v : Vec3) :
    Mᵀ *ᵥ ((M *ᵥ u) ⨯₃ (M *ᵥ v)) = M.det • (u ⨯₃ v) := by
  ext i
  fin_cases i <;>
    simp [cross_apply, Matrix.mulVec, dotProduct, Fin.sum_univ_three,
      Matrix.det_fin_three] <;> ring

/-- Under an orthogonal matrix `Q` the cross product transforms as a vector, with the
additional factor `det Q`. -/
theorem cross_mulVec_orthogonal {Q : Matrix (Fin 3) (Fin 3) ℝ} (hQ : IsOrthogonal Q)
    (u v : Vec3) : (Q *ᵥ u) ⨯₃ (Q *ᵥ v) = Q.det • (Q *ᵥ (u ⨯₃ v)) := by
  have hQ' : Q * Qᵀ = 1 := mul_eq_one_comm.mp hQ
  calc (Q *ᵥ u) ⨯₃ (Q *ᵥ v) = (Q * Qᵀ) *ᵥ ((Q *ᵥ u) ⨯₃ (Q *ᵥ v)) := by
        rw [hQ', Matrix.one_mulVec]
    _ = Q *ᵥ (Qᵀ *ᵥ ((Q *ᵥ u) ⨯₃ (Q *ᵥ v))) := by rw [Matrix.mulVec_mulVec]
    _ = Q.det • (Q *ᵥ (u ⨯₃ v)) := by rw [transpose_mulVec_cross, Matrix.mulVec_smul]

/-- A bilinear product of two vectors with vector output commutes with all rotations exactly
when it is a scalar multiple of the cross product. -/
theorem rotationEquivariant_iff (B : VecProduct) :
    RotationEquivariant B ↔ ∃ c : ℝ, B = c • crossProduct := by
  constructor
  · intro h
    have q0 : quarterTurn *ᵥ axis 0 = axis 1 := by
      rw [quarterTurn_mulVec]
      ext i
      fin_cases i <;> simp [axis]
    have q1 : quarterTurn *ᵥ axis 1 = -axis 0 := by
      rw [quarterTurn_mulVec]
      ext i
      fin_cases i <;> simp [axis]
    have r : ∀ i, cyclicTurn *ᵥ axis i = axis (i + 1) := by
      intro i
      rw [cyclicTurn_mulVec]
      ext k
      fin_cases i <;> fin_cases k <;> simp [axis]
    -- the cyclic turn relates the products of different pairs of axes
    have hp : ∀ i j, B (axis (i + 1)) (axis (j + 1)) =
        ![B (axis i) (axis j) 2, B (axis i) (axis j) 0, B (axis i) (axis j) 1] := by
      intro i j
      rw [← r i, ← r j, h cyclicTurn cyclicTurn_isRotation, cyclicTurn_mulVec]
    have p00 : B (axis 1) (axis 1) = _ := hp 0 0
    -- the quarter turn removes all components but one
    have z00 := h quarterTurn quarterTurn_isRotation (axis 0) (axis 0)
    have z11 := h quarterTurn quarterTurn_isRotation (axis 1) (axis 1)
    have z01 := h quarterTurn quarterTurn_isRotation (axis 0) (axis 1)
    have z10 := h quarterTurn quarterTurn_isRotation (axis 1) (axis 0)
    rw [q0, quarterTurn_mulVec] at z00
    rw [q1, quarterTurn_mulVec] at z11
    rw [q0, q1, quarterTurn_mulVec] at z01 z10
    simp only [map_neg, LinearMap.neg_apply, neg_neg] at z11 z01 z10
    obtain ⟨a0, a1, a2⟩ := vec_eq_iff.mp z00
    obtain ⟨b0, b1, b2⟩ := vec_eq_iff.mp z11
    obtain ⟨c0, c1, c2⟩ := vec_eq_iff.mp z01
    obtain ⟨d0, d1, d2⟩ := vec_eq_iff.mp z10
    obtain ⟨e0, e1, e2⟩ := vec_eq_iff.mp p00
    simp only [Pi.neg_apply] at c0 c1 c2 d0 d1 d2
    obtain ⟨c, hc⟩ : ∃ c, c = B (axis 0) (axis 1) 2 := ⟨_, rfl⟩
    have h00 : B (axis 0) (axis 0) = ![0, 0, 0] :=
      vec_eq_iff.mpr ⟨by linarith, by linarith, by linarith⟩
    have h01 : B (axis 0) (axis 1) = ![0, 0, c] :=
      vec_eq_iff.mpr ⟨by linarith, by linarith, by linarith⟩
    have h10 : B (axis 1) (axis 0) = ![0, 0, -c] :=
      vec_eq_iff.mpr ⟨by linarith, by linarith, by linarith⟩
    have h11 : B (axis 1) (axis 1) = ![0, 0, 0] := (hp 0 0).trans (by simp [h00])
    have h22 : B (axis 2) (axis 2) = ![0, 0, 0] := (hp 1 1).trans (by simp [h11])
    have h12 : B (axis 1) (axis 2) = ![c, 0, 0] := (hp 0 1).trans (by simp [h01])
    have h20 : B (axis 2) (axis 0) = ![0, c, 0] := (hp 1 2).trans (by simp [h12])
    have h21 : B (axis 2) (axis 1) = ![-c, 0, 0] := (hp 1 0).trans (by simp [h10])
    have h02 : B (axis 0) (axis 2) = ![0, -c, 0] := (hp 2 1).trans (by simp [h21])
    -- bilinearity extends the result from the axes to all vectors
    refine ⟨c, LinearMap.ext fun u => LinearMap.ext fun v => ?_⟩
    have huv : B u v = B (u 0 • axis 0 + u 1 • axis 1 + u 2 • axis 2)
        (v 0 • axis 0 + v 1 • axis 1 + v 2 • axis 2) := by
      rw [← axis_expansion u, ← axis_expansion v]
    rw [huv]
    simp only [map_add, map_smul, LinearMap.add_apply, LinearMap.smul_apply,
      h00, h01, h02, h10, h11, h12, h20, h21, h22]
    rw [cross_apply]
    ext i
    fin_cases i <;> simp <;> ring
  · rintro ⟨c, rfl⟩ Q hQ u v
    simp only [LinearMap.smul_apply]
    rw [cross_mulVec_orthogonal hQ.1, hQ.2, one_smul, Matrix.mulVec_smul]

/-- The cross product commutes with all rotations and is not the zero product. -/
theorem crossProduct_witness :
    RotationEquivariant crossProduct ∧ (crossProduct : VecProduct) ≠ 0 := by
  refine ⟨(rotationEquivariant_iff _).mpr ⟨1, (one_smul ℝ _).symm⟩, fun h => ?_⟩
  have h2 := congrFun (LinearMap.congr_fun (LinearMap.congr_fun h ![1, 0, 0]) ![0, 1, 0]) 2
  simp [cross_apply] at h2

/-- A bilinear product transforms with the additional factor `det Q` under all orthogonal `Q`
exactly when it is a scalar multiple of the cross product. -/
theorem pseudovector_product_iff (B : VecProduct) :
    (∀ Q, IsOrthogonal Q → ∀ u v, B (Q *ᵥ u) (Q *ᵥ v) = Q.det • (Q *ᵥ B u v)) ↔
      ∃ c : ℝ, B = c • crossProduct := by
  constructor
  · intro h
    refine (rotationEquivariant_iff B).mp fun Q hQ u v => ?_
    rw [h Q hQ.1, hQ.2, one_smul]
  · rintro ⟨c, rfl⟩ Q hQ u v
    simp only [LinearMap.smul_apply]
    rw [cross_mulVec_orthogonal hQ, Matrix.mulVec_smul, smul_comm]

/-- A bilinear product of two vectors with vector output commutes with all orthogonal matrices
exactly when it is zero. -/
theorem orthogonalEquivariant_iff_zero (B : VecProduct) :
    (∀ Q, IsOrthogonal Q → ∀ u v, B (Q *ᵥ u) (Q *ᵥ v) = Q *ᵥ B u v) ↔ B = 0 := by
  constructor
  · intro h
    refine LinearMap.ext fun u => LinearMap.ext fun v => funext fun i => ?_
    -- inverting both inputs leaves `B u v` unchanged by bilinearity but reverses it by equivariance
    have hinv := h (-1) (by simp [IsOrthogonal]) u v
    simp only [Matrix.neg_mulVec, Matrix.one_mulVec, map_neg, LinearMap.neg_apply,
      neg_neg] at hinv
    have hi := congrFun hinv i
    simp only [Pi.neg_apply] at hi
    change B u v i = 0
    linarith
  · rintro rfl Q _ u v
    simp

/-- A rotation-equivariant bilinear product of a vector with itself vanishes. -/
theorem self_product_eq_zero {B : VecProduct} (hB : RotationEquivariant B) (u : Vec3) :
    B u u = 0 := by
  obtain ⟨c, rfl⟩ := (rotationEquivariant_iff B).mp hB
  simp only [LinearMap.smul_apply]
  rw [cross_self, smul_zero]

end EquivariantVectorProducts
```

```lean
#print axioms EquivariantVectorProducts.rotationEquivariant_iff
-- 'EquivariantVectorProducts.rotationEquivariant_iff' depends on axioms: [propext, Classical.choice, Quot.sound]
#print axioms EquivariantVectorProducts.pseudovector_product_iff
-- 'EquivariantVectorProducts.pseudovector_product_iff' depends on axioms: [propext, Classical.choice, Quot.sound]
#print axioms EquivariantVectorProducts.orthogonalEquivariant_iff_zero
-- 'EquivariantVectorProducts.orthogonalEquivariant_iff_zero' depends on axioms: [propext, Classical.choice, Quot.sound]
#print axioms EquivariantVectorProducts.self_product_eq_zero
-- 'EquivariantVectorProducts.self_product_eq_zero' depends on axioms: [propext, Classical.choice, Quot.sound]
```

## How the file carries out the argument

The theorem `transpose_mulVec_cross` reaches the matrix identity by a different route from the triple product above. It writes out each of the three components as a polynomial in the entries of $M$, $u$ and $v$, and `ring` confirms that both sides agree. In `cross_mulVec_orthogonal`, `mul_eq_one_comm` turns $Q^{\mathsf T}Q=1$ into $QQ^{\mathsf T}=1$. The `calc` chain then inserts $QQ^{\mathsf T}$ in front of the cross product and applies the identity.

The lemmas `quarterTurn_isRotation` and `cyclicTurn_isRotation` check that $R$ and $P$ are rotations, which is needed before equivariance can be applied to them. The lemmas `quarterTurn_mulVec` and `cyclicTurn_mulVec` supply their action on components.

In the forward direction of `rotationEquivariant_iff`, `hp` is the relation $B_{i+1,j+1}=PB_{ij}$. The four equations `z00`, `z11`, `z01` and `z10` come from the quarter turn applied to the pairs of axes 0 and 1. The equation `p00` is the case $i=j=0$ of `hp`; it is needed for the last component of $B_{00}$, which the quarter turn leaves free. The lemma `vec_eq_iff` splits these five vector equations into scalar ones. They are linear in the unknown components, so `linarith` can solve them for `h00`, `h01` and `h10`, with $c$ defined as component 2 of $B_{01}$. The other six products follow from `hp`, in the same cyclic order as above.

To pass from axes to arbitrary vectors, `axis_expansion` writes $u$ and $v$ as sums over the axes. Linearity expands the product into nine terms, the known values are substituted, and `ring` compares each component with the cross product. The reverse direction uses `cross_mulVec_orthogonal` with determinant one.

The remaining theorems are short. `crossProduct_witness` takes $c=1$ for equivariance and evaluates $e_0\times e_1$ to show that the product is nonzero. `pseudovector_product_iff` restricts its hypothesis to rotations in one direction and uses the determinant law in the other. `orthogonalEquivariant_iff_zero` inserts `-1` for $Q$, which leaves each component equal to its own negative. `self_product_eq_zero` obtains $c$ from the classification and finishes with `cross_self`, the fact that $u\times u=0$.
